# The anticommutator of the spin-up annihilator with its adjoint is the identity on the four states of one orbital

An orbital that can be empty, hold one electron of either spin, or be doubly occupied has four basis states. On them the spin-up annihilator is a 4 × 4 complex matrix $c$, which takes the up state to the empty one and the doubly occupied state to the down one, both with coefficient 1. The theorem `anticommutator` states that $c c^\dagger + c^\dagger c = 1$, where $1$ is the identity matrix; no Hamiltonian enters. The attempt compares the two sides entry by entry, splits into the sixteen index pairs, and asks `simp` to compute each entry from the explicit matrix.

As first written in Lean, the proof fails:

```lean
import Mathlib

open Matrix

namespace HubbardAtomGKBA

noncomputable section

/-- Annihilator of a spin-up electron in the basis empty, up, down, doubly occupied. -/
def annihilator : Matrix (Fin 4) (Fin 4) ℂ :=
  !![0, 1, 0, 0; 0, 0, 0, 0; 0, 0, 0, 1; 0, 0, 0, 0]

/-- The spin-up annihilator and its adjoint obey the canonical anticommutation relation. -/
theorem anticommutator :
    annihilator * annihilatorᴴ + annihilatorᴴ * annihilator = 1 := by
  ext i j
  fin_cases i <;> fin_cases j <;>
    simp [annihilator, Matrix.mul_apply, Fin.sum_univ_four]

end

end HubbardAtomGKBA
```

The error:

```
Main.lean:15:67: error: unsolved goals
case «0».«0»
⊢ (![0, 1, 0, 0] ᵥ* !![0, 1, 0, 0; 0, 0, 0, 0; 0, 0, 0, 1; 0, 0, 0, 0]ᴴ) 0 = 1

case «0».«1»
⊢ (![0, 1, 0, 0] ᵥ* !![0, 1, 0, 0; 0, 0, 0, 0; 0, 0, 0, 1; 0, 0, 0, 0]ᴴ) 1 = 0

case «0».«2»
⊢ (![0, 1, 0, 0] ᵥ* !![0, 1, 0, 0; 0, 0, 0, 0; 0, 0, 0, 1; 0, 0, 0, 0]ᴴ) 2 = 0

case «0».«3»
⊢ (![0, 1, 0, 0] ᵥ* !![0, 1, 0, 0; 0, 0, 0, 0; 0, 0, 0, 1; 0, 0, 0, 0]ᴴ) 3 = 0

case «1».«0»
⊢ (![0, 0, 0, 0] ᵥ* !![0, 1, 0, 0; 0, 0, 0, 0; 0, 0, 0, 1; 0, 0, 0, 0]ᴴ) 0 = 0

case «1».«1»
⊢ (![0, 0, 0, 0] ᵥ* !![0, 1, 0, 0; 0, 0, 0, 0; 0, 0, 0, 1; 0, 0, 0, 0]ᴴ) 1 = 0

case «1».«2»
⊢ (![0, 0, 0, 0] ᵥ* !![0, 1, 0, 0; 0, 0, 0, 0; 0, 0, 0, 1; 0, 0, 0, 0]ᴴ) 2 = 0

case «1».«3»
⊢ (![0, 0, 0, 0] ᵥ* !![0, 1, 0, 0; 0, 0, 0, 0; 0, 0, 0, 1; 0, 0, 0, 0]ᴴ) 3 = 0

case «2».«0»
⊢ (![0, 0, 0, 1] ᵥ* !![0, 1, 0, 0; 0, 0, 0, 0; 0, 0, 0, 1; 0, 0, 0, 0]ᴴ) 0 = 0

case «2».«1»
⊢ (![0, 0, 0, 1] ᵥ* !![0, 1, 0, 0; 0, 0, 0, 0; 0, 0, 0, 1; 0, 0, 0, 0]ᴴ) 1 = 0

case «2».«2»
⊢ (![0, 0, 0, 1] ᵥ* !![0, 1, 0, 0; 0, 0, 0, 0; 0, 0, 0, 1; 0, 0, 0, 0]ᴴ) 2 = 1

case «2».«3»
⊢ (![0, 0, 0, 1] ᵥ* !![0, 1, 0, 0; 0, 0, 0, 0; 0, 0, 0, 1; 0, 0, 0, 0]ᴴ) 3 = 0

case «3».«0»
⊢ (![0, 0, 0, 0] ᵥ* !![0, 1, 0, 0; 0, 0, 0, 0; 0, 0, 0, 1; 0, 0, 0, 0]ᴴ) 0 = 0

case «3».«1»
⊢ (![0, 0, 0, 0] ᵥ* !![0, 1, 0, 0; 0, 0, 0, 0; 0, 0, 0, 1; 0, 0, 0, 0]ᴴ) 1 = 0

case «3».«2»
⊢ (![0, 0, 0, 0] ᵥ* !![0, 1, 0, 0; 0, 0, 0, 0; 0, 0, 0, 1; 0, 0, 0, 0]ᴴ) 2 = 0

case «3».«3»
⊢ (![0, 0, 0, 0] ᵥ* !![0, 1, 0, 0; 0, 0, 0, 0; 0, 0, 0, 1; 0, 0, 0, 0]ᴴ) 3 = 0
```

The single error lists sixteen unsolved goals, one for each entry. In each, the product $c^\dagger c$ has been evaluated, but $c c^\dagger$ is stuck as a row vector times the adjoint of an explicit matrix, written with `ᵥ*`. The equations left are true, but `simp` did not compute their left-hand sides.

The trouble is the order of rewriting. Once `annihilator` is unfolded, the left factor of $c c^\dagger$ is a matrix literal, and `simp` has rules that multiply such a literal row by row. They act on the product before `Matrix.mul_apply` can turn its entry into a sum. In $c^\dagger c$ the left factor is an adjoint, not a literal, so this does not happen.

The repair first runs `simp only` with `annihilator` still folded. The listed lemmas write each entry of the sum, products and adjoint in terms of entries of `annihilator`, with the sums over four indices written out. Only then does the proof split into cases and unfold the matrix, which leaves `simp` plain arithmetic with zeros and ones.

Lean accepts the file once it reads:

```diff
@@ -15,6 +15,7 @@
     annihilator * annihilatorᴴ + annihilatorᴴ * annihilator = 1 := by
   ext i j
-  fin_cases i <;> fin_cases j <;>
-    simp [annihilator, Matrix.mul_apply, Fin.sum_univ_four]
+  simp only [Matrix.add_apply, Matrix.mul_apply, Matrix.conjTranspose_apply,
+    Fin.sum_univ_four]
+  fin_cases i <;> fin_cases j <;> simp [annihilator]
 
 end
```
